# Undamped SCF in a two-site mean-field model with U > 2t > 0 oscillates from every nonzero start

Two electrons of opposite spin share one orbital on two sites. Let $n$ be the population difference between the sites per spin, $t$ the hopping and $U$ the on-site repulsion, with $U>2t>0$. Up to a common shift, the mean field gives the sites energies $\pm Un/2$. Filling the lowest orbital and recomputing $n$ gives the undamped SCF map

$$F(n)=-\frac{Un}{\sqrt{U^2n^2+4t^2}}.$$

With $c=\sqrt{1-4t^2/U^2}$, I believe that $0$ is the only fixed point, that $F$ exchanges $c$ and $-c$, and that every orbit from a nonzero start alternates in sign with $|n(k)|\to c$. How do I prove this for all such starts, not only near the cycle, and can the proof be checked in Lean?

## The inverse square of n obeys a linear recursion

Number the sites 0 and 1, and write $g(n)=\sqrt{U^2n^2+4t^2}$. The Hamiltonian is

$$H(n)=\begin{pmatrix}Un/2&-t\\-t&-Un/2\end{pmatrix},\qquad H(n)^2=\frac{g(n)^2}{4}\,I.$$

It is traceless, so its levels are $\pm g/2$. An orbital $x$ in the lower one satisfies

$$\tfrac{Un}{2}x_0-tx_1=-\tfrac g2x_0,\qquad -tx_0-\tfrac{Un}{2}x_1=-\tfrac g2x_1.$$

Multiply the first equation by $2x_0$ and the second by $2x_1$, then subtract. The hopping terms cancel:

$$Un(x_0^2+x_1^2)=-g\,(x_0^2-x_1^2).$$

For a normalised orbital, the new population difference is therefore $-Un/g=F(n)$.

**Fixed points.** If $F(n)=n$, then $n(g+U)=0$. Since $g+U>0$, $n=0$. Conversely, $F(0)=0$.

**Two-cycle.** Since $U^2c^2+4t^2=U^2$, the gap at $c$ is $g(c)=U$. Hence $F(c)=-c$, and $F(-c)=c$ because $F$ is odd.

**One step.** For $n\ne0$, $nF(n)=-Un^2/g<0$, so the sign flips. With $r=4t^2/U^2$,

$$\frac1{F(n)^2}=\frac{U^2n^2+4t^2}{U^2n^2}=1+\frac r{n^2}.$$

**All steps.** Let $n(0)=n\neq0$ and $n(k+1)=F(n(k))$; no iterate vanishes, because each step flips a sign. Since $c^2=1-r$, we have $1/c^2=1+r/c^2$. Subtracting this from the one-step formula and iterating gives

$$\frac1{n(k)^2}-\frac1{c^2}=r^k\left(\frac1{n^2}-\frac1{c^2}\right).$$

Here $0<r<1$, so $1/n(k)^2\to1/c^2$. Inverting and taking the square root gives $|n(k)|\to c$.

**Weak coupling.** If $0<U\le2t$, then $r\ge1$ and $1/n(k)^2$ grows by at least one per step. Thus $1/n(k)^2\ge k$ and $n(k)\to0$.

## Orbitals, levels and iterates in the Lean statements

`meanField U t n` is $H(n)$, `gap` is $g$, `scf` is $F$ and `amp` is $c$. An orbital is a real vector `x : Fin 2 → ℝ`, and `(scf U t)^[k] n` is $n(k)$.

- `lowest_level` gives an explicit orbital at energy $-g/2$ and shows that no real orbital has a lower energy per squared norm. That orbital, $(t,(Un+g)/2)$, is unnormalised; for $t\ne0$, dividing by $\sqrt{g(g+Un)/2}$ normalises it.
- `population_difference` says that, for $t\neq0$, every real orbital in this level has $x_0^2-x_1^2$ equal to $F(n)$ times its squared norm.
- `fixed_point_iff` needs only $U\ge0$ and $t\ne0$.
- `two_cycle` gives $c>0$ and the exchange of $c$ and $-c$.
- `orbit_exact` is the closed formula above, and `orbit_tends_to_two_cycle` gives the alternation and the limit for every real $n\ne0$, including values outside the physical range $[-1,1]$.
- `orbit_tends_to_zero` covers $0<U\le2t$ and every start.

The form of the mean field is assumed, not derived from an interacting Hamiltonian. It describes a closed-shell Hubbard dimer with two electrons: $n$ is the difference per spin, and a common energy shift is dropped. Spin-symmetry breaking, temperature and mixing are absent.

## From the eigenvalue equation to the limit in Lean

`meanField_mulVec` writes out the two components of $Hx$. The lower bound in `lowest_level` is Cauchy–Schwarz for $(Un,2t)$ and $(x_0^2-x_1^2,-2x_0x_1)$: their lengths are $g$ and $x_0^2+x_1^2$, and their inner product is twice the energy $x\cdot Hx$. In `population_difference`, the final `linear_combination` is the multiplication and subtraction done above.

`fixed_point_iff` factors the equation as $n(g+U)=0$, and `two_cycle` first proves `hgap`, the identity $g(c)=U$. `scf_step` contains the sign flip and the affine rule; `orbit_ne_zero` uses the flip to keep the iterates away from zero.

In `orbit_exact`, applying `scf_step` at $c$ yields `hfix`, the relation $1/c^2=1+r/c^2$. Induction then multiplies the deviation by $r$ at each step. The limit theorem uses $r^k\to0$ and returns to $|n(k)|$ through `inv₀` and `sqrt`. For weak coupling, `hb` is the bound $k\le1/n(k)^2$.

```lean
import Mathlib

open Filter Topology Matrix

namespace TwoSiteSCF

noncomputable section

/-- The level splitting of the two-site mean-field Hamiltonian at population difference `n`. -/
def gap (U t n : ℝ) : ℝ := √(U ^ 2 * n ^ 2 + 4 * t ^ 2)

/-- The two-site mean-field Hamiltonian with hopping `-t` and site energies `± U n / 2`. -/
def meanField (U t n : ℝ) : Matrix (Fin 2) (Fin 2) ℝ :=
  !![U * n / 2, -t; -t, -(U * n / 2)]

/-- The undamped SCF map `F(n) = -U n / √(U² n² + 4 t²)`, for `t` and `U n` not both zero. -/
def scf (U t n : ℝ) : ℝ := -(U * n) / gap U t n

/-- The amplitude `c = √(1 - 4 t² / U²)`, for `U ≠ 0` and `4 t² ≤ U²`. -/
def amp (U t : ℝ) : ℝ := √(1 - 4 * t ^ 2 / U ^ 2)

/-- The two components of the mean-field Hamiltonian acting on an orbital. -/
theorem meanField_mulVec (U t n : ℝ) (x : Fin 2 → ℝ) :
    (meanField U t n *ᵥ x) 0 = U * n / 2 * x 0 - t * x 1 ∧
    (meanField U t n *ᵥ x) 1 = -t * x 0 - U * n / 2 * x 1 := by
  constructor <;> simp [meanField, Matrix.mulVec, dotProduct, Fin.sum_univ_two] <;> ring

/-- An explicit vector, nonzero for `t ≠ 0`, satisfies the eigenvalue equation of the mean-field
Hamiltonian at minus half the gap, and no real orbital has a lower energy per squared norm. -/
theorem lowest_level (U t n : ℝ) :
    meanField U t n *ᵥ ![t, (U * n + gap U t n) / 2] =
      (-(gap U t n / 2)) • ![t, (U * n + gap U t n) / 2] ∧
    ∀ x : Fin 2 → ℝ,
      -(gap U t n / 2) * (x 0 ^ 2 + x 1 ^ 2) ≤ x ⬝ᵥ (meanField U t n *ᵥ x) := by
  have hg : gap U t n ^ 2 = U ^ 2 * n ^ 2 + 4 * t ^ 2 := Real.sq_sqrt (by positivity)
  have h0 : 0 ≤ gap U t n := Real.sqrt_nonneg _
  constructor
  · ext i
    fin_cases i
    · change (meanField U t n *ᵥ _) 0 = -(gap U t n / 2) * t
      rw [(meanField_mulVec U t n _).1]
      change U * n / 2 * t - t * ((U * n + gap U t n) / 2) = _
      ring
    · change (meanField U t n *ᵥ _) 1 = -(gap U t n / 2) * ((U * n + gap U t n) / 2)
      rw [(meanField_mulVec U t n _).2]
      change -t * t - U * n / 2 * ((U * n + gap U t n) / 2) = _
      linear_combination (1 / 4) * hg
  · intro x
    -- Cauchy-Schwarz for the vectors (U n, 2 t) and (x₀² - x₁², -2 x₀ x₁)
    have hs : (U * n * (x 0 ^ 2 - x 1 ^ 2) - 2 * t * (2 * x 0 * x 1)) ^ 2 ≤
        (gap U t n * (x 0 ^ 2 + x 1 ^ 2)) ^ 2 := by
      rw [mul_pow (gap U t n), hg]
      nlinarith [sq_nonneg (U * n * (2 * x 0 * x 1) + 2 * t * (x 0 ^ 2 - x 1 ^ 2))]
    have hb := (abs_le_of_sq_le_sq' hs (by positivity)).1
    rw [dotProduct, Fin.sum_univ_two, (meanField_mulVec U t n x).1,
      (meanField_mulVec U t n x).2]
    linarith

/-- For `t ≠ 0`, every real orbital in the level at minus half the gap has population difference
`F(n)` times its squared norm. -/
theorem population_difference {U t n : ℝ} (ht : t ≠ 0) {x : Fin 2 → ℝ}
    (hx : meanField U t n *ᵥ x = (-(gap U t n / 2)) • x) :
    x 0 ^ 2 - x 1 ^ 2 = scf U t n * (x 0 ^ 2 + x 1 ^ 2) := by
  have gp : 0 < gap U t n := Real.sqrt_pos.2 (by positivity)
  have h0 := congrFun hx 0
  have h1 := congrFun hx 1
  rw [(meanField_mulVec U t n x).1, Pi.smul_apply, smul_eq_mul] at h0
  rw [(meanField_mulVec U t n x).2, Pi.smul_apply, smul_eq_mul] at h1
  unfold scf
  rw [div_mul_eq_mul_div, eq_div_iff gp.ne']
  linear_combination 2 * x 0 * h0 - 2 * x 1 * h1

/-- For `U ≥ 0` and `t ≠ 0`, the only fixed point of the SCF map is `n = 0`. -/
theorem fixed_point_iff {U t : ℝ} (hU : 0 ≤ U) (ht : t ≠ 0) (n : ℝ) :
    scf U t n = n ↔ n = 0 := by
  constructor
  · intro h
    have gp : 0 < gap U t n := Real.sqrt_pos.2 (by positivity)
    unfold scf at h
    rw [div_eq_iff gp.ne'] at h
    have h' : n * (gap U t n + U) = 0 := by linear_combination -h
    rcases mul_eq_zero.1 h' with h | h
    · exact h
    · exfalso
      linarith
  · rintro rfl
    simp [scf]

/-- For `U > 2t > 0`, the amplitude `c` is positive and the SCF map exchanges `c` and `-c`. -/
theorem two_cycle {U t : ℝ} (ht : 0 < t) (hU : 2 * t < U) :
    0 < amp U t ∧ scf U t (amp U t) = -amp U t ∧ scf U t (-amp U t) = amp U t := by
  have hUp : 0 < U := by linarith
  have hr : 4 * t ^ 2 / U ^ 2 < 1 := by
    rw [div_lt_one (by positivity)]
    nlinarith
  have hc : amp U t ^ 2 = 1 - 4 * t ^ 2 / U ^ 2 := Real.sq_sqrt (by linarith)
  -- at the amplitude c the gap equals U
  have hgap : gap U t (amp U t) = U := by
    have h : 4 * t ^ 2 / U ^ 2 * U ^ 2 = 4 * t ^ 2 := div_mul_cancel₀ _ (by positivity)
    have h' : U ^ 2 * (1 - 4 * t ^ 2 / U ^ 2) + 4 * t ^ 2 = U ^ 2 := by
      linear_combination -h
    unfold gap
    rw [hc, h', Real.sqrt_sq hUp.le]
  have heven : gap U t (-amp U t) = gap U t (amp U t) := by
    unfold gap
    rw [neg_sq]
  refine ⟨Real.sqrt_pos.2 (by linarith), ?_, ?_⟩
  · unfold scf
    rw [hgap, div_eq_iff hUp.ne']
    ring
  · unfold scf
    rw [heven, hgap, div_eq_iff hUp.ne']
    ring

/-- For `U > 0` and `n ≠ 0`, one SCF step reverses the sign of `n` and acts on `1 / n²` as an
affine map with slope `4 t² / U²`. -/
theorem scf_step {U n : ℝ} (t : ℝ) (hU : 0 < U) (hn : n ≠ 0) :
    n * scf U t n < 0 ∧
    1 / scf U t n ^ 2 = 1 + 4 * t ^ 2 / U ^ 2 * (1 / n ^ 2) := by
  have gp : 0 < gap U t n := Real.sqrt_pos.2 (by positivity)
  have hg : gap U t n ^ 2 = U ^ 2 * n ^ 2 + 4 * t ^ 2 := Real.sq_sqrt (by positivity)
  have hne : U ^ 2 * n ^ 2 ≠ 0 := by positivity
  unfold scf
  constructor
  · have h : 0 < U * n ^ 2 / gap U t n := by positivity
    have e : n * (-(U * n) / gap U t n) = -(U * n ^ 2 / gap U t n) := by ring
    linarith
  · rw [div_pow, one_div_div, hg, neg_sq, mul_pow, add_div, div_self hne]
    ring

/-- For `U > 0`, an SCF orbit with a nonzero start never reaches zero. -/
theorem orbit_ne_zero {U n : ℝ} (t : ℝ) (hU : 0 < U) (hn : n ≠ 0) (k : ℕ) :
    (scf U t)^[k] n ≠ 0 := by
  induction k with
  | zero => exact hn
  | succ k ih =>
    rw [Function.iterate_succ_apply']
    intro h
    have h' := (scf_step t hU ih).1
    rw [h, mul_zero] at h'
    exact lt_irrefl _ h'

/-- Exact solution of the iteration for `U > 2t > 0` and a nonzero start: the deviation of
`1 / n(k)²` from `1 / c²` is multiplied by `4 t² / U²` at every step. -/
theorem orbit_exact {U t n : ℝ} (ht : 0 < t) (hU : 2 * t < U) (hn : n ≠ 0) (k : ℕ) :
    1 / ((scf U t)^[k] n) ^ 2 - 1 / amp U t ^ 2 =
      (4 * t ^ 2 / U ^ 2) ^ k * (1 / n ^ 2 - 1 / amp U t ^ 2) := by
  have hUp : 0 < U := by linarith
  obtain ⟨hc, hcyc, -⟩ := two_cycle ht hU
  -- the two-cycle is the fixed point of the affine map
  have hfix := (scf_step t hUp hc.ne').2
  rw [hcyc, neg_sq] at hfix
  induction k with
  | zero => simp
  | succ k ih =>
    rw [Function.iterate_succ_apply', (scf_step t hUp (orbit_ne_zero t hUp hn k)).2]
    linear_combination (4 * t ^ 2 / U ^ 2) * ih - hfix

/-- For `U > 2t > 0`, every SCF orbit with a nonzero start changes sign at each step, and its
absolute value tends to `c`. -/
theorem orbit_tends_to_two_cycle {U t n : ℝ} (ht : 0 < t) (hU : 2 * t < U) (hn : n ≠ 0) :
    (∀ k : ℕ, (scf U t)^[k] n * (scf U t)^[k + 1] n < 0) ∧
    Tendsto (fun k : ℕ => |(scf U t)^[k] n|) atTop (𝓝 (amp U t)) := by
  have hUp : 0 < U := by linarith
  have hc := (two_cycle ht hU).1
  constructor
  · intro k
    rw [Function.iterate_succ_apply']
    exact (scf_step t hUp (orbit_ne_zero t hUp hn k)).1
  · have hr : 4 * t ^ 2 / U ^ 2 < 1 := by
      rw [div_lt_one (by positivity)]
      nlinarith
    have h := ((tendsto_pow_atTop_nhds_zero_of_lt_one (by positivity) hr).mul_const
      (1 / n ^ 2 - 1 / amp U t ^ 2)).add_const (1 / amp U t ^ 2)
    rw [zero_mul, zero_add] at h
    have h1 : Tendsto (fun k : ℕ => 1 / ((scf U t)^[k] n) ^ 2) atTop
        (𝓝 (1 / amp U t ^ 2)) :=
      h.congr fun k => by linear_combination -(orbit_exact ht hU hn k)
    -- return from the inverse square to the absolute value
    have h2 := (h1.inv₀ (by positivity)).sqrt
    simpa only [one_div, inv_inv, Real.sqrt_sq_eq_abs, abs_of_pos hc] using h2

/-- For `0 < U ≤ 2t`, every SCF orbit converges to `0`. -/
theorem orbit_tends_to_zero {U t : ℝ} (hU : 0 < U) (h : U ≤ 2 * t) (n : ℝ) :
    Tendsto (fun k : ℕ => (scf U t)^[k] n) atTop (𝓝 0) := by
  by_cases hn : n = 0
  · subst hn
    have h0 : ∀ k : ℕ, (scf U t)^[k] 0 = 0 :=
      fun k => Function.iterate_fixed (by simp [scf]) k
    simp only [h0]
    exact tendsto_const_nhds
  · have hr : 1 ≤ 4 * t ^ 2 / U ^ 2 := by
      rw [le_div_iff₀ (by positivity)]
      nlinarith
    -- the inverse square grows by at least one per step
    have hb : ∀ k : ℕ, (k : ℝ) ≤ 1 / ((scf U t)^[k] n) ^ 2 := by
      intro k
      induction k with
      | zero =>
        rw [Nat.cast_zero]
        positivity
      | succ k ih =>
        rw [Function.iterate_succ_apply', (scf_step t hU (orbit_ne_zero t hU hn k)).2,
          Nat.cast_succ]
        have h0 : 0 ≤ 1 / ((scf U t)^[k] n) ^ 2 := by positivity
        linarith [mul_le_mul_of_nonneg_right hr h0]
    have h1 := tendsto_atTop_mono hb tendsto_natCast_atTop_atTop
    have h2 := (tendsto_inv_atTop_zero.comp h1).sqrt
    simp only [Function.comp_apply, one_div, inv_inv, Real.sqrt_sq_eq_abs,
      Real.sqrt_zero] at h2
    exact (tendsto_zero_iff_abs_tendsto_zero _).2 h2

end

end TwoSiteSCF
```

```lean
#print axioms TwoSiteSCF.meanField_mulVec
#print axioms TwoSiteSCF.fixed_point_iff
#print axioms TwoSiteSCF.orbit_tends_to_two_cycle
#print axioms TwoSiteSCF.orbit_tends_to_zero
```

```
'TwoSiteSCF.meanField_mulVec' depends on axioms: [propext, Classical.choice, Quot.sound]
'TwoSiteSCF.fixed_point_iff' depends on axioms: [propext, Classical.choice, Quot.sound]
'TwoSiteSCF.orbit_tends_to_two_cycle' depends on axioms: [propext, Classical.choice, Quot.sound]
'TwoSiteSCF.orbit_tends_to_zero' depends on axioms: [propext, Classical.choice, Quot.sound]
```

## The same step in an SCF loop, and two starts that do not approach a two-cycle

In a program, one application of $F$ is one pass of the loop: build $H(n)$ from the current populations, diagonalise it, fill the lowest orbital and read off the new $n$. In this two-site model with $U>2t>0$ and a nonzero start, the change $|n(k+1)-n(k)|$ tends to $2c$ instead of zero, a two-site analogue of charge sloshing in self-consistent electronic-structure calculations.

Linear mixing replaces the update by $(1-\alpha)n+\alpha F(n)$. Since $F'(0)=-U/(2t)$, any $0<\alpha<4t/(U+2t)$ makes $0$ locally attracting; this stability estimate is an addition to the Lean results.

For convergence to the two-cycle, both the nonzero start and $U>2t$ matter. With $n(0)=0$ the orbit stays at $0$ and never changes sign. With $U=t=1$, which violates $U>2t$, the start $n(0)=1$ gives $1/n(k)^2=1,5,21,\dots$: the signs still alternate, but the orbit decays to $0$ and there is no two-cycle.
